# Every eigenvalue of a periodic SSH ring has modulus at least ||t₁| − |t₂||

Suppose I write the Su–Schrieffer–Heeger ring as one real-space matrix, with N two-site cells and given hoppings t₁ inside a cell and t₂ between cells, instead of starting from 2×2 Bloch matrices. Bond alternation should then keep all levels at least ||t₁| − |t₂|| away from zero energy, whatever the length of the ring. I know the argument with plane waves, but I would like to see it made rigorous and machine-checked, including the full characteristic polynomial and the passage from real space to wave numbers. Can that be done?

## From the real-space matrix to the Bloch amplitudes

Yes. Starting in real space means that Bloch's result has to be proved, not built into the definition. Label the cells by integers modulo N, so that the last cell is followed by the first. Let A be the N×N matrix that takes amplitudes on the B sites to amplitudes on the A sites: its entry A(i,j), from the B site of cell j to the A site of cell i, gets t₁ for i = j and t₂ for i = j + 1, and is zero otherwise. With the A sites listed first, the Hamiltonian is

H = [[0, A], [A†, 0]].

The hoppings may be complex; real ones are a special case.

**Reduction to one sublattice.** Let X be the polynomial variable and B any N×N matrix. Multiplying out the blocks gives

[[X, −A], [−B, X]] · [[1, A], [0, X]] = [[X, 0], [−B, X² − BA]].

Taking determinants, with p(X) the characteristic polynomial of [[0, A], [B, 0]], gives

p(X) · Xᴺ = Xᴺ · det(X² − BA).

Since Xᴺ is a nonzero polynomial, it cancels. For B = A† the problem is now det(X² − A†A).

**Plane waves.** Let F have the entries F(j,k) = exp(−2πi jk/N). The normalised waves are these columns divided by √N. For two wave numbers k and l,

Σⱼ exp(2πi kj/N) F(j,l) = Σⱼ exp(2πi j(k − l)/N).

This is N if k = l. Otherwise it is a geometric sum with ratio z ≠ 1 and zᴺ = 1, so it vanishes. Hence F is invertible. Acting with A,

(AF)(i,k) = t₁F(i,k) + t₂F(i − 1,k) = F(i,k) h(k), where h(k) = t₁ + t₂ exp(2πi k/N).

In the same way, with a bar for complex conjugation,

(A†F)(j,k) = t̄₁F(j,k) + t̄₂F(j + 1,k) = F(j,k) h̄(k).

Together these give A†A F = F diag(|h(k)|²), and therefore

(X² − A†A) F = F diag(X² − |h(k)|²).

Taking determinants and cancelling det F leaves

det(X − H) = ∏ (X² − |h(m)|²), m = 0, …, N − 1.

**The bound.** A number μ is an eigenvalue exactly when μ² = |h(m)|² for some m < N. Then |μ| = |h(m)|, and because the phase factor has modulus one, the reverse triangle inequality gives

|μ| = |t₁ + t₂ exp(2πi m/N)| ≥ ||t₁| − |t₂||.

**Equal hoppings.** If t₁ = t₂ = t ≠ 0, a zero level requires exp(2πi m/N) = −1. Raising this to the power N gives 1 = (−1)ᴺ, so N is even. Conversely, if N = 2r, then m = r gives a zero level.

**Two cells.** For N = 2 and real hoppings, the amplitudes are t₁ + t₂ and t₁ − t₂, so the four levels are ±(t₁ + t₂) and ±(t₁ − t₂). At t₁ = t₂ = t they become 2t, 0, 0 and −2t.

## The Lean file

```lean
import Mathlib

open Matrix Polynomial

namespace SSHRing

noncomputable section

/-- Hopping amplitudes from the B sites to the A sites of a ring of `N` cells: `t₁` within a cell,
`t₂` from the B site of cell `j` to the A site of cell `j + 1`. -/
def hop (N : ℕ) (t₁ t₂ : ℂ) : Matrix (ZMod N) (ZMod N) ℂ :=
  Matrix.of fun i j => (if i = j then t₁ else 0) + (if i = j + 1 then t₂ else 0)

/-- The real-space Hamiltonian of the SSH ring; the first block holds the A sites,
the second block the B sites. -/
def hamiltonian (N : ℕ) (t₁ t₂ : ℂ) : Matrix (ZMod N ⊕ ZMod N) (ZMod N ⊕ ZMod N) ℂ :=
  Matrix.fromBlocks 0 (hop N t₁ t₂) (hop N t₁ t₂)ᴴ 0

/-- The Bloch amplitude `t₁ + t₂ exp(2πi m/N)` at the `m`-th allowed wave number. -/
def bloch (N : ℕ) (t₁ t₂ : ℂ) (m : ℕ) : ℂ :=
  t₁ + t₂ * Complex.exp (2 * Real.pi * Complex.I * m / N)

/-- The matrix whose columns are the (unnormalised) plane waves on the ring. -/
def planeWaves (N : ℕ) [NeZero N] : Matrix (ZMod N) (ZMod N) ℂ :=
  Matrix.of fun j k => ZMod.stdAddChar (-(j * k))

/-- For square complex matrices `A` and `B` of equal size, the characteristic polynomial of the
block matrix `[[0, A], [B, 0]]` is the determinant of `X² - B A`. -/
theorem charpoly_bipartite {n : Type*} [Fintype n] [DecidableEq n] (A B : Matrix n n ℂ) :
    (Matrix.fromBlocks 0 A B 0).charpoly
      = ((X ^ 2 : ℂ[X]) • (1 : Matrix n n ℂ[X]) - (B * A).map C).det := by
  have h0 : Matrix.charmatrix (0 : Matrix n n ℂ) = (X : ℂ[X]) • (1 : Matrix n n ℂ[X]) := by
    simp [Matrix.charmatrix, Matrix.smul_one_eq_diagonal]
  -- block elimination without dividing by `X`
  have key : (Matrix.fromBlocks 0 A B 0).charmatrix
      * Matrix.fromBlocks 1 (A.map C) 0 ((X : ℂ[X]) • (1 : Matrix n n ℂ[X]))
      = Matrix.fromBlocks ((X : ℂ[X]) • (1 : Matrix n n ℂ[X])) 0 (-(B.map C))
          ((X ^ 2 : ℂ[X]) • (1 : Matrix n n ℂ[X]) - (B * A).map C) := by
    rw [Matrix.charmatrix_fromBlocks, h0, Matrix.fromBlocks_multiply, Matrix.map_mul]
    congr 1 <;> simp [pow_two, smul_smul, neg_add_eq_sub]
  have hd := congrArg Matrix.det key
  rw [Matrix.det_mul, Matrix.det_fromBlocks_zero₂₁, Matrix.det_fromBlocks_zero₁₂,
    Matrix.det_one, one_mul] at hd
  have hX : ((X : ℂ[X]) • (1 : Matrix n n ℂ[X])).det ≠ 0 := by
    rw [Matrix.det_smul, Matrix.det_one, mul_one]
    exact pow_ne_zero _ Polynomial.X_ne_zero
  rw [Matrix.charpoly]
  exact mul_right_cancel₀ hX (hd.trans (mul_comm _ _))

variable {N : ℕ} [NeZero N]

/-- The plane waves on the ring are linearly independent: their matrix has nonzero determinant. -/
theorem planeWaves_det_ne_zero : (planeWaves N).det ≠ 0 := by
  have h : (Matrix.of fun k j => ZMod.stdAddChar (k * j) : Matrix (ZMod N) (ZMod N) ℂ)
      * planeWaves N = (N : ℂ) • (1 : Matrix (ZMod N) (ZMod N) ℂ) := by
    ext k l
    have hs := AddChar.sum_mulShift (k - l) (ZMod.isPrimitive_stdAddChar N)
    rw [Matrix.mul_apply]
    refine Eq.trans (Finset.sum_congr rfl fun j _ => ?_) (hs.trans ?_)
    · simp only [planeWaves, Matrix.of_apply]
      rw [← AddChar.map_add_eq_mul]
      congr 1
      ring
    · by_cases hkl : k = l
      · subst hkl
        simp [ZMod.card]
      · simp [hkl, sub_eq_zero]
  intro h0
  have hd := congrArg Matrix.det h
  rw [Matrix.det_mul, h0, mul_zero, Matrix.det_smul, Matrix.det_one, mul_one] at hd
  exact pow_ne_zero _ (Nat.cast_ne_zero.mpr (NeZero.ne N)) hd.symm

/-- Plane waves diagonalise the hopping from the B to the A sublattice. -/
theorem hop_mul_planeWaves (t₁ t₂ : ℂ) :
    hop N t₁ t₂ * planeWaves N
      = planeWaves N * Matrix.diagonal fun k => t₁ + t₂ * ZMod.stdAddChar k := by
  ext i k
  have e : ∀ j : ZMod N, (i = j + 1) ↔ (i - 1 = j) := fun j => sub_eq_iff_eq_add.symm
  have hs : (ZMod.stdAddChar (-((i - 1) * k)) : ℂ)
      = ZMod.stdAddChar (-(i * k)) * ZMod.stdAddChar k := by
    rw [← AddChar.map_add_eq_mul]
    congr 1
    ring
  rw [Matrix.mul_diagonal, Matrix.mul_apply]
  simp only [hop, planeWaves, Matrix.of_apply, e, add_mul, ite_mul, zero_mul,
    Finset.sum_add_distrib, Finset.sum_ite_eq, Finset.mem_univ, if_true]
  rw [hs]
  ring

/-- Plane waves diagonalise the reverse hopping, with the complex conjugate amplitudes. -/
theorem hop_conjTranspose_mul_planeWaves (t₁ t₂ : ℂ) :
    (hop N t₁ t₂)ᴴ * planeWaves N
      = planeWaves N * Matrix.diagonal fun k => star (t₁ + t₂ * ZMod.stdAddChar k) := by
  ext j k
  have hc : star (ZMod.stdAddChar k : ℂ) = ZMod.stdAddChar (-k) :=
    (AddChar.map_neg_eq_conj _ _).symm
  have hs : (ZMod.stdAddChar (-(j * k + 1 * k)) : ℂ)
      = ZMod.stdAddChar (-(j * k)) * ZMod.stdAddChar (-k) := by
    rw [← AddChar.map_add_eq_mul]
    congr 1
    ring
  rw [Matrix.mul_diagonal, Matrix.mul_apply]
  simp only [hop, planeWaves, Matrix.conjTranspose_apply, Matrix.of_apply, star_add, star_mul',
    apply_ite (star : ℂ → ℂ), star_zero, add_mul, ite_mul, zero_mul,
    Finset.sum_add_distrib, Finset.sum_ite_eq', Finset.mem_univ, if_true]
  rw [hs, hc]
  ring

/-- The characteristic polynomial of the SSH ring is the product of `X² - |t₁ + t₂ exp(2πi m/N)|²`
over the `N` allowed wave numbers. -/
theorem charpoly_hamiltonian (t₁ t₂ : ℂ) :
    (hamiltonian N t₁ t₂).charpoly
      = ∏ m ∈ Finset.range N, (X ^ 2 - C ((‖bloch N t₁ t₂ m‖ : ℂ) ^ 2)) := by
  -- the squared Hamiltonian on the B sublattice is diagonal in plane waves
  have hAF : ((hop N t₁ t₂)ᴴ * hop N t₁ t₂) * planeWaves N = planeWaves N *
      Matrix.diagonal fun k => (‖t₁ + t₂ * ZMod.stdAddChar k‖ : ℂ) ^ 2 := by
    rw [Matrix.mul_assoc, hop_mul_planeWaves, ← Matrix.mul_assoc,
      hop_conjTranspose_mul_planeWaves, Matrix.mul_assoc, Matrix.diagonal_mul_diagonal]
    congr 2
    funext k
    exact Complex.conj_mul' _
  have key : ((X ^ 2 : ℂ[X]) • (1 : Matrix (ZMod N) (ZMod N) ℂ[X])
        - ((hop N t₁ t₂)ᴴ * hop N t₁ t₂).map C) * (planeWaves N).map C
      = (planeWaves N).map C * Matrix.diagonal fun k =>
          (X ^ 2 - C ((‖t₁ + t₂ * ZMod.stdAddChar k‖ : ℂ) ^ 2)) := by
    rw [Matrix.sub_mul, ← Matrix.map_mul, hAF, Matrix.map_mul, Matrix.smul_mul, Matrix.one_mul,
      Matrix.diagonal_map (map_zero _)]
    ext1 i k
    simp only [Matrix.sub_apply, Matrix.smul_apply, Matrix.mul_diagonal, Matrix.map_apply,
      smul_eq_mul]
    ring
  have hF : ((planeWaves N).map (C : ℂ →+* ℂ[X])).det ≠ 0 := by
    have h := RingHom.map_det (C : ℂ →+* ℂ[X]) (planeWaves N)
    rw [RingHom.mapMatrix_apply] at h
    rw [← h]
    exact Polynomial.C_ne_zero.mpr planeWaves_det_ne_zero
  have hd := congrArg Matrix.det key
  rw [Matrix.det_mul, Matrix.det_mul, Matrix.det_diagonal] at hd
  rw [hamiltonian, charpoly_bipartite, mul_right_cancel₀ hF (hd.trans (mul_comm _ _))]
  -- label the wave numbers by `m < N`
  refine Finset.prod_nbij' (fun k => k.val) (fun m => (m : ZMod N))
    (fun k _ => Finset.mem_range.mpr (ZMod.val_lt k)) (fun _ _ => Finset.mem_univ _)
    (fun k _ => ZMod.natCast_zmod_val k)
    (fun m hm => ZMod.val_natCast_of_lt (Finset.mem_range.mp hm)) (fun k _ => ?_)
  have h := ZMod.stdAddChar_coe (N := N) (k.val : ℤ)
  rw [Int.cast_natCast, Int.cast_natCast, ZMod.natCast_zmod_val] at h
  rw [bloch, h]

/-- A number `μ` is an eigenvalue of the SSH ring exactly when `μ² = |t₁ + t₂ exp(2πi m/N)|²`
for some `m < N`. -/
theorem eigenvalue_iff (t₁ t₂ μ : ℂ) :
    (∃ v, v ≠ 0 ∧ hamiltonian N t₁ t₂ *ᵥ v = μ • v)
      ↔ ∃ m < N, μ ^ 2 = (‖bloch N t₁ t₂ m‖ : ℂ) ^ 2 := by
  have h1 : (∃ v, v ≠ 0 ∧ hamiltonian N t₁ t₂ *ᵥ v = μ • v)
      ↔ (hamiltonian N t₁ t₂).charpoly.eval μ = 0 := by
    rw [Matrix.eval_charpoly, ← Matrix.exists_mulVec_eq_zero_iff]
    refine exists_congr fun v => and_congr_right fun _ => ?_
    have hv : Matrix.scalar (ZMod N ⊕ ZMod N) μ *ᵥ v = μ • v := by
      ext i
      simp [Matrix.scalar_apply, Matrix.mulVec_diagonal]
    rw [Matrix.sub_mulVec, hv, sub_eq_zero]
    exact eq_comm
  rw [h1, charpoly_hamiltonian, Polynomial.eval_prod, Finset.prod_eq_zero_iff]
  simp only [Finset.mem_range, Polynomial.eval_sub, Polynomial.eval_pow, Polynomial.eval_X,
    Polynomial.eval_C, sub_eq_zero]

/-- Every eigenvalue of the SSH ring has modulus at least `||t₁| - |t₂||`. -/
theorem gap_bound (t₁ t₂ μ : ℂ) (v : ZMod N ⊕ ZMod N → ℂ) (hv : v ≠ 0)
    (h : hamiltonian N t₁ t₂ *ᵥ v = μ • v) : |‖t₁‖ - ‖t₂‖| ≤ ‖μ‖ := by
  obtain ⟨m, -, hm⟩ := (eigenvalue_iff t₁ t₂ μ).1 ⟨v, hv, h⟩
  have hn : ‖μ‖ = ‖bloch N t₁ t₂ m‖ := by
    have h2 := congrArg norm hm
    rw [norm_pow, norm_pow, Complex.norm_real, norm_norm] at h2
    exact (sq_eq_sq₀ (norm_nonneg _) (norm_nonneg _)).1 h2
  have he : ‖Complex.exp (2 * Real.pi * Complex.I * m / N)‖ = 1 := by
    rw [← Complex.norm_exp_ofReal_mul_I (2 * Real.pi * m / N)]
    congr 2
    push_cast
    ring
  -- reverse triangle inequality for the Bloch amplitude
  have ht := abs_norm_sub_norm_le t₁ (-(t₂ * Complex.exp (2 * Real.pi * Complex.I * m / N)))
  rw [norm_neg, norm_mul, he, mul_one, sub_neg_eq_add] at ht
  rw [hn]
  exact ht

/-- The undimerised ring, with equal nonzero hoppings, has a zero-energy state exactly when the
number of two-site cells is even. -/
theorem uniform_zero_mode_iff (t : ℂ) (ht : t ≠ 0) :
    (∃ v, v ≠ 0 ∧ hamiltonian N t t *ᵥ v = 0) ↔ Even N := by
  have hN : (N : ℂ) ≠ 0 := Nat.cast_ne_zero.mpr (NeZero.ne N)
  have h := eigenvalue_iff (N := N) t t 0
  simp only [zero_smul] at h
  rw [h]
  constructor
  · rintro ⟨m, -, hm⟩
    have hb : bloch N t t m = 0 := by
      have h2 : (‖bloch N t t m‖ : ℂ) ^ 2 = 0 := by rw [← hm]; norm_num
      exact norm_eq_zero.1 (Complex.ofReal_eq_zero.1 (pow_eq_zero_iff two_ne_zero |>.1 h2))
    have he : Complex.exp (2 * Real.pi * Complex.I * m / N) = -1 := by
      apply mul_left_cancel₀ ht
      rw [bloch] at hb
      linear_combination hb
    -- the phase factor is an `N`-th root of unity
    have hp : Complex.exp (2 * Real.pi * Complex.I * m / N) ^ N = 1 := by
      rw [← Complex.exp_nat_mul, mul_div_cancel₀ _ hN, mul_comm, Complex.exp_nat_mul,
        Complex.exp_two_pi_mul_I, one_pow]
    by_contra hodd
    rw [he, (Nat.not_even_iff_odd.1 hodd).neg_one_pow] at hp
    norm_num at hp
  · rintro ⟨r, hr⟩
    have hpos : 0 < N := Nat.pos_of_ne_zero (NeZero.ne N)
    have hr0 : (r : ℂ) ≠ 0 := Nat.cast_ne_zero.mpr (by omega)
    have hc : (N : ℂ) = 2 * r := by
      rw [hr]
      push_cast
      ring
    have ha : 2 * (Real.pi : ℂ) * Complex.I * r / N = Real.pi * Complex.I := by
      rw [hc, div_eq_iff (mul_ne_zero two_ne_zero hr0)]
      ring
    refine ⟨r, by omega, ?_⟩
    rw [bloch, ha, Complex.exp_pi_mul_I]
    simp

end

end SSHRing
```

```lean
#print axioms SSHRing.gap_bound
#print axioms SSHRing.uniform_zero_mode_iff
```

```
'SSHRing.gap_bound' depends on axioms: [propext, Classical.choice, Quot.sound]
'SSHRing.uniform_zero_mode_iff' depends on axioms: [propext, Classical.choice, Quot.sound]
```

## What the theorems say

The index type `ZMod N ⊕ ZMod N` is the set of 2N sites: the left copy holds the A sites and the right copy the B sites. `hop` is A, `ᴴ` is the conjugate transpose, and `hamiltonian` is H. The hypothesis `NeZero N` excludes N = 0, for which Lean's `ZMod 0` is the infinite set of all integers and not a finite ring of cells. At N = 1 a cell is its own neighbour, so both hoppings join the same two sites and add up to t₁ + t₂; the formula remains correct there.

`charpoly_hamiltonian` states the product formula as an equality of polynomials, so it also fixes the multiplicities. In it, `C` turns a number into a constant polynomial, and the real number `‖bloch N t₁ t₂ m‖` is read as a complex one. `eigenvalue_iff` speaks of actual nonzero vectors `v` with H v = μ v, and `gap_bound` gives the inequality for each such μ. `uniform_zero_mode_iff` says that the ring with equal nonzero hoppings, t₁ = t₂ ≠ 0, has a zero-energy state exactly when N is even, which means that the number of sites is a multiple of four.

The hopping enters H with a plus sign. The convention with −t₁ and −t₂ has the same spectrum, since only |h(m)| matters.

For non-interacting electrons on a ring with fixed bond alternation, the bound means that at half filling the gap between occupied and empty levels is at least 2||t₁| − |t₂||, at every ring size. This does not prove a Peierls instability, which also requires comparing the energy gained by the electrons with the elastic cost of a distortion: here the hoppings are given numbers, and there is no elastic energy, no phonon and no minimisation over distortions. Open chains, disorder and electron–electron interaction are also absent from the model.

## How the Lean proof follows the calculation

`charpoly_bipartite` is the reduction to one sublattice, for arbitrary square blocks A and B of equal size. Its `key` is the block product above, and `mul_right_cancel₀` removes the factor Xᴺ. Working with polynomials avoids a separate treatment of zero energy, where dividing by the value of X would fail.

`planeWaves_det_ne_zero` proves that F is invertible. The function `ZMod.stdAddChar` is k ↦ exp(2πi k/N), and `AddChar.sum_mulShift` supplies the orthogonality sum. If det F were zero, the determinant of N times the identity would vanish too, which is a contradiction.

`hop_mul_planeWaves` and `hop_conjTranspose_mul_planeWaves` are the two shift calculations. In each, the sum over cells collapses to two terms, and `AddChar.map_add_eq_mul` splits the shifted wave into the old wave times a phase.

`charpoly_hamiltonian` combines these results. Its `hAF` diagonalises A†A, `key` carries this over to polynomial matrices, and `hF` allows det F to be cancelled. The product then runs over `ZMod N`; `Finset.prod_nbij'` relabels it by the integers m < N, and `ZMod.stdAddChar_coe` turns the character into the explicit exponential in `bloch`.

In `eigenvalue_iff`, an eigenvector exists exactly when the determinant of μ − H vanishes, and a product vanishes exactly when one of its factors does. `gap_bound` takes norms in μ² = |h(m)|², shows that the phase has norm one, and applies `abs_norm_sub_norm_le`, the reverse triangle inequality. `uniform_zero_mode_iff` sets μ = 0 and follows the root-of-unity argument in both directions.

## The same reduction in a numerical calculation

Because H has no on-site energies and no hopping within a sublattice, a program need not diagonalise the full 2N×2N matrix: the singular values of the N×N block A, taken with both signs, are the levels of H. For the ring of identical cells treated here, a discrete Fourier transform of the first column of A, taken as a plain sum without a prefactor such as 1/√N, gives the amplitudes h(m), possibly in another order.

The product formula also makes a good check on the boundary conditions in a program that builds H site by site. If the t₂ bond that closes the ring is left out and |t₂| > |t₁| > 0, a long enough chain has end states close to zero energy, well inside the window that the bound keeps empty for the ring.
